# The Gaussian integral over $\mathbb R^n$ with a linear source, for a real positive definite matrix

The discretised imaginary-time path integral represents a quantum particle at finite temperature by a ring polymer, a closed chain of $n$ beads joined by springs. For a particle in a one-dimensional harmonic potential, the configuration integral of this chain runs over $n$ coupled coordinates. Summing the integrand point by point over a product grid with $m$ points per coordinate takes $m^n$ evaluations, which for ten points and 32 beads is $10^{32}$. Monte Carlo sampling avoids the grid, but it gives averages directly and the normalisation only with further work, and the free energy depends on the normalisation.

For a real symmetric positive definite $n\times n$ matrix $A$ and a real vector $b$, the integral has the exact value

$$
\int_{\mathbb R^n} e^{-\frac12 x\cdot Ax+b\cdot x}\,dx
=\sqrt{\frac{(2\pi)^n}{\det A}}\;e^{\frac12 b\cdot A^{-1}b}.
$$

Here $x$ is the vector of coordinates, $A$ is the Hessian of a harmonic potential energy multiplied by $\beta=1/(k_BT)$, and $b$ is a constant force multiplied by the same factor. For the ring polymer this energy is an effective one: it contains the springs between neighbouring beads, and the external potential, including that of a constant force, enters with weight $1/n$ at each bead. Positive definiteness means that every displacement from the minimum costs energy. A free ring polymer violates this condition, because moving all beads together costs nothing; a confining harmonic potential restores it.

In Lean the coordinates are labelled by a finite type `ι`, a configuration is a function `ι → ℝ`, and $n$ is `Fintype.card ι`. The integral is taken with respect to Lebesgue measure. The symbol `⬝ᵥ` is the dot product and `*ᵥ` applies a matrix to a vector. The hypothesis `A.PosDef` includes symmetry, since for real entries a Hermitian matrix is a symmetric one.

## A constant force displaces the minimum

Suppose that $A$ is symmetric and that $c$ satisfies $Ac=b$. By symmetry, $c\cdot Ax=(Ac)\cdot x=b\cdot x$. Expanding the quadratic form about $c$ gives

$$
\begin{aligned}
(x-c)\cdot A(x-c)
&=x\cdot Ax-x\cdot Ac-c\cdot Ax+c\cdot Ac\\
&=x\cdot Ax-2\,b\cdot x+b\cdot c .
\end{aligned}
$$

Multiplying by $-\tfrac12$ and moving the constant to the other side,

$$
-\tfrac12 x\cdot Ax+b\cdot x=-\tfrac12(x-c)\cdot A(x-c)+\tfrac12 b\cdot c .
$$

For positive definite $A$, the point $c$ is the new minimum of the potential. The force leaves the stiffness unchanged; it moves the minimum to $c$ and adds a constant to the exponent.

```lean
import Mathlib

open Matrix MeasureTheory

namespace GaussianPathIntegral

variable {ι : Type*} [Fintype ι] [DecidableEq ι]

omit [DecidableEq ι] in
/-- Completing the square: for a symmetric matrix `A` and a point `c` with `A c = b`, the exponent
with source `b` is a pure quadratic form in the displacement `x - c` plus a constant. -/
theorem complete_square {A : Matrix ι ι ℝ} (hS : Aᵀ = A) {b c : ι → ℝ}
    (hc : A *ᵥ c = b) (x : ι → ℝ) :
    -(x ⬝ᵥ A *ᵥ x) / 2 + b ⬝ᵥ x
      = -((x - c) ⬝ᵥ A *ᵥ (x - c)) / 2 + (b ⬝ᵥ c) / 2 := by
  -- symmetry moves `A` from `x` to `c`
  have h1 : c ⬝ᵥ A *ᵥ x = b ⬝ᵥ x := by
    rw [dotProduct_mulVec, ← mulVec_transpose, hS, hc]
  rw [mulVec_sub, hc, sub_dotProduct, dotProduct_sub, dotProduct_sub, h1,
    dotProduct_comm x b, dotProduct_comm c b]
  ring
```

The theorem `complete_square` assumes symmetry and the equation `A *ᵥ c = b`, but not positivity. Its auxiliary statement `h1` is the identity $c\cdot Ax=b\cdot x$. The rewriting that follows expands the products, and `ring` collects the terms.

## Normal modes decouple the coordinates

By the spectral theorem, a symmetric $A$ has orthonormal eigenvectors $v_j$ with eigenvalues $k_j$. Let $P$ be the matrix with these eigenvectors as columns, $P_{ij}=(v_j)_i$. Then

$$
(P^{T}P)_{ij}=v_i\cdot v_j=\delta_{ij},\qquad
(P^{T}AP)_{ij}=v_i\cdot Av_j=k_j\,\delta_{ij}.
$$

Positive definiteness gives $k_j=v_j\cdot Av_j>0$. These $k_j$ are the force constants of the decoupled modes, in the units of $A$. They are not squared vibrational frequencies unless the coordinates have been mass-weighted and the temperature factor removed.

```lean
/-- Normal modes: an orthogonal matrix `P` brings a positive definite matrix to diagonal form
with positive force constants `k`. -/
theorem normal_modes {A : Matrix ι ι ℝ} (hA : A.PosDef) :
    ∃ (P : Matrix ι ι ℝ) (k : ι → ℝ),
      Pᵀ * P = 1 ∧ (∀ i, 0 < k i) ∧ Pᵀ * A * P = diagonal k := by
  have h := hA.isHermitian
  -- the eigenvectors are orthonormal
  have key : ∀ i j, (h.eigenvectorBasis i).ofLp ⬝ᵥ (h.eigenvectorBasis j).ofLp
      = if i = j then (1 : ℝ) else 0 := by
    intro i j
    have ho := orthonormal_iff_ite.mp h.eigenvectorBasis.orthonormal i j
    rw [← ho, PiLp.inner_apply]
    exact Finset.sum_congr rfl (fun k _ => by simp [mul_comm])
  refine ⟨Matrix.of fun i j => (h.eigenvectorBasis j).ofLp i, h.eigenvalues, ?_,
    fun i => hA.eigenvalues_pos i, ?_⟩
  · ext i j
    change (h.eigenvectorBasis i).ofLp ⬝ᵥ (h.eigenvectorBasis j).ofLp = _
    rw [key, Matrix.one_apply]
  · ext i j
    rw [Matrix.mul_assoc]
    change (h.eigenvectorBasis i).ofLp ⬝ᵥ (A *ᵥ (h.eigenvectorBasis j).ofLp) = _
    rw [h.mulVec_eigenvectorBasis j, dotProduct_smul, key]
    by_cases hij : i = j
    · subst hij
      simp
    · simp [hij]
```

The theorem `normal_modes` states that such a $P$ and such positive $k$ exist. The spectral theorem itself comes from Mathlib, through `eigenvectorBasis` and `eigenvalues`. The statement `key` is the orthonormality relation $v_i\cdot v_j=\delta_{ij}$, and each of the two matrix identities is then checked entry by entry, as above.

## Without a force, the integral is a product over modes

Substitute $x=Pq$, where $q$ holds the mode coordinates. From $P^{T}P=1$ it follows that $(\det P)^2=1$, so $|\det P|=1$ and the substitution preserves volume. The quadratic form becomes

$$
x\cdot Ax=q\cdot(P^{T}AP)q=\sum_i k_i q_i^2 ,
$$

and the determinant becomes the product of the force constants:

$$
\prod_i k_i=\det(P^{T}AP)=(\det P)^2\det A=\det A .
$$

The exponential of a sum is a product, so the integral separates into one-dimensional Gaussians. Each of them follows from $\int e^{-at^2}dt=\sqrt{\pi/a}$ with $a=k_i/2$, which is positive because $A$ is positive definite:

$$
\begin{aligned}
\int_{\mathbb R^n} e^{-\frac12x\cdot Ax}\,dx
&=\prod_i\int_{\mathbb R} e^{-\frac12k_it^2}\,dt
=\prod_i\sqrt{\frac{2\pi}{k_i}}\\
&=\sqrt{\frac{(2\pi)^n}{\det A}} .
\end{aligned}
$$

When there are no coordinates at all, both sides equal 1, and the theorem includes this case.

```lean
/-- The Gaussian integral without a source equals `√((2π)^n / det A)`. -/
theorem integral_without_source {A : Matrix ι ι ℝ} (hA : A.PosDef) :
    ∫ x : ι → ℝ, Real.exp (-(x ⬝ᵥ A *ᵥ x) / 2)
      = Real.sqrt ((2 * Real.pi) ^ Fintype.card ι / A.det) := by
  obtain ⟨P, k, hP, hk, hD⟩ := normal_modes hA
  have hPP : P.det * P.det = 1 := by
    have h := congrArg Matrix.det hP
    rwa [det_mul, det_transpose, det_one] at h
  have hdet : P.det ≠ 0 := left_ne_zero_of_mul_eq_one hPP
  have habs : |(P.det)⁻¹| = 1 := by
    rcases mul_self_eq_one_iff.mp hPP with h | h <;> simp [h]
  -- the determinant is the product of the force constants
  have hdetA : A.det = ∏ i, k i := by
    have h := congrArg Matrix.det hD
    rw [det_mul, det_mul, det_transpose, det_diagonal] at h
    linear_combination h - A.det * hPP
  -- passing to normal modes preserves volume
  have hmap : Measure.map (Matrix.toLin' P) (volume : Measure (ι → ℝ)) = volume := by
    rw [Real.map_matrix_volume_pi_eq_smul_volume_pi hdet, habs]
    simp
  have hcont : Continuous fun x : ι → ℝ => Real.exp (-(x ⬝ᵥ A *ᵥ x) / 2) := by
    simp only [dotProduct, mulVec]
    fun_prop
  have hquad : ∀ q : ι → ℝ,
      (P *ᵥ q) ⬝ᵥ A *ᵥ (P *ᵥ q) = ∑ i, k i * q i ^ 2 := by
    intro q
    have h : (P *ᵥ q) ⬝ᵥ A *ᵥ (P *ᵥ q) = q ⬝ᵥ (Pᵀ * A * P) *ᵥ q := by
      rw [← mulVec_mulVec, ← mulVec_mulVec, dotProduct_mulVec q Pᵀ, vecMul_transpose]
    rw [h, hD]
    simp only [dotProduct, mulVec_diagonal]
    exact Finset.sum_congr rfl (fun i _ => by ring)
  have hsq : (2 * Real.pi) ^ Fintype.card ι / A.det
      = (∏ i, Real.sqrt (Real.pi / (k i / 2))) ^ 2 := by
    have h : ∀ i, Real.sqrt (Real.pi / (k i / 2)) ^ 2 = 2 * Real.pi / k i := by
      intro i
      have hi := hk i
      rw [Real.sq_sqrt (by positivity), div_div_eq_mul_div, mul_comm Real.pi 2]
    rw [← Finset.prod_pow, hdetA]
    simp only [h, Finset.prod_div_distrib, Finset.prod_const, Finset.card_univ]
  calc ∫ x : ι → ℝ, Real.exp (-(x ⬝ᵥ A *ᵥ x) / 2)
      = ∫ x, Real.exp (-(x ⬝ᵥ A *ᵥ x) / 2)
          ∂(Measure.map (Matrix.toLin' P) (volume : Measure (ι → ℝ))) := by rw [hmap]
    _ = ∫ q : ι → ℝ, Real.exp (-((P *ᵥ q) ⬝ᵥ A *ᵥ (P *ᵥ q)) / 2) :=
        integral_map
          (Matrix.toLin' P).continuous_of_finiteDimensional.measurable.aemeasurable
          hcont.aestronglyMeasurable
    _ = ∫ q : ι → ℝ, ∏ i, Real.exp (-(k i / 2) * q i ^ 2) := by
        congr 1
        funext q
        rw [← Real.exp_sum, hquad, neg_div, Finset.sum_div, ← Finset.sum_neg_distrib]
        congr 1
        exact Finset.sum_congr rfl (fun i _ => by ring)
    _ = ∏ i, ∫ t : ℝ, Real.exp (-(k i / 2) * t ^ 2) :=
        integral_fintype_prod_volume_eq_prod
          (f := fun (i : ι) (t : ℝ) => Real.exp (-(k i / 2) * t ^ 2))
    _ = ∏ i, Real.sqrt (Real.pi / (k i / 2)) :=
        Finset.prod_congr rfl (fun i _ => integral_gaussian (k i / 2))
    _ = Real.sqrt ((2 * Real.pi) ^ Fintype.card ι / A.det) := by
        rw [hsq, Real.sqrt_sq (Finset.prod_nonneg fun i _ => Real.sqrt_nonneg _)]
```

The statements before the `calc` block are the ingredients just derived. `hPP` is $(\det P)^2=1$, `hdetA` is the product formula for the determinant, and `hquad` is the diagonal quadratic form. `hmap` expresses volume preservation: the image of Lebesgue measure under $P$ is Lebesgue measure again. The continuity statement `hcont` supplies the measurability that the change of variables requires.

The `calc` block then follows the calculation by hand. It replaces the measure by its image under $P$, passes to the integral over $q$, factorises the integrand, separates the integral, and inserts the one-dimensional value from `integral_gaussian`. The statement `hsq` writes $(2\pi)^n/\det A$ as the square of a product of square roots, which lets the last line combine the roots into one.

The coordinates could also have been modelled by Mathlib's `EuclideanSpace ℝ ι`, which carries the Euclidean norm. The matrix $P$ would then act as a linear isometry, and volume preservation would follow from a general theorem about isometries instead of from $|\det P|=1$. The value of the integral would be the same. The price would be conversions between Euclidean vectors and the plain functions on which matrices act; in the present version such conversions occur only in `normal_modes`, as `.ofLp`.

## Translation brings the force back in

Since $\det A>0$, the matrix is invertible and the displaced minimum is $c=A^{-1}b$. Completing the square and substituting $y=x-c$, which does not change the volume element, gives

$$
\begin{aligned}
\int_{\mathbb R^n} e^{-\frac12x\cdot Ax+b\cdot x}\,dx
&=e^{\frac12b\cdot c}\int_{\mathbb R^n} e^{-\frac12(x-c)\cdot A(x-c)}\,dx\\
&=e^{\frac12b\cdot A^{-1}b}\int_{\mathbb R^n} e^{-\frac12y\cdot Ay}\,dy .
\end{aligned}
$$

The remaining integral is the one without a force.

```lean
/-- The Gaussian integral with a linear source `b`, for a real symmetric positive definite
matrix `A` in any finite dimension. -/
theorem integral_with_source {A : Matrix ι ι ℝ} (hA : A.PosDef) (b : ι → ℝ) :
    ∫ x : ι → ℝ, Real.exp (-(x ⬝ᵥ A *ᵥ x) / 2 + b ⬝ᵥ x)
      = Real.sqrt ((2 * Real.pi) ^ Fintype.card ι / A.det)
        * Real.exp ((b ⬝ᵥ A⁻¹ *ᵥ b) / 2) := by
  have hS : Aᵀ = A :=
    (conjTranspose_eq_transpose_of_trivial A).symm.trans hA.isHermitian.eq
  have hc : A *ᵥ (A⁻¹ *ᵥ b) = b := by
    rw [mulVec_mulVec, mul_nonsing_inv _ hA.det_pos.ne'.isUnit, one_mulVec]
  -- complete the square, then translate the integration variable
  simp only [complete_square hS hc, Real.exp_add]
  rw [integral_mul_const,
    integral_sub_right_eq_self (fun x : ι → ℝ => Real.exp (-(x ⬝ᵥ A *ᵥ x) / 2)) (A⁻¹ *ᵥ b),
    integral_without_source hA]
```

In words, `integral_with_source` says that for every finite set of coordinates, every real positive definite `A` and every real `b`, the integral of the Gaussian weight with source `b` is the square root of $(2\pi)^n/\det A$ times $\exp(b\cdot A^{-1}b/2)$. The proof extracts symmetry as `hS`, verifies $A(A^{-1}b)=b$ as `hc`, and applies `complete_square` inside the integral. The constant factor is then taken out with `integral_mul_const`, and `integral_sub_right_eq_self` performs the translation.

For imaginary-time path integrals, this gives the configuration integral of a confined harmonic system with a finite number of beads, including its response to a constant force on each bead. The theorem does not cover anharmonic potentials, the limit of infinitely many beads, or the oscillatory integrals of real-time propagation, where the exponent is imaginary.

## The integral converges

Let $k_{\min}$ be the smallest force constant, for $n\ge1$. The exponent is at most $-\tfrac12k_{\min}|x|^2+|b|\,|x|$, so the integrand decays like a Gaussian in every direction and the integral converges.

The formal proof takes a shorter route. Lean assigns the value zero to the integral of a non-integrable function, whereas the value found above is strictly positive, so the integrand must be integrable.

```lean
/-- The Gaussian weight with a linear source is integrable. -/
theorem integrable_with_source {A : Matrix ι ι ℝ} (hA : A.PosDef) (b : ι → ℝ) :
    Integrable fun x : ι → ℝ => Real.exp (-(x ⬝ᵥ A *ᵥ x) / 2 + b ⬝ᵥ x) := by
  -- a non-integrable function would have integral zero, but the value is positive
  by_contra h
  have hval := integral_with_source hA b
  rw [integral_undef h] at hval
  have hd := hA.det_pos
  have hpos : 0 < Real.sqrt ((2 * Real.pi) ^ Fintype.card ι / A.det)
      * Real.exp ((b ⬝ᵥ A⁻¹ *ᵥ b) / 2) := by positivity
  linarith
```

The argument is not circular, because the theorems on integrals used for `integral_with_source` do not require integrability as a hypothesis. The proof assumes the contrary, obtains the value zero from `integral_undef`, and contradicts it with the positivity statement `hpos`.

## The normalised response to a source

Write $Z(b)$ for the integral with source $b$. The square root is common to $Z(b)$ and $Z(0)$, and it is positive, so it cancels in the ratio:

$$
\frac{Z(b)}{Z(0)}=e^{\frac12b\cdot A^{-1}b}.
$$

The left side is the average of $e^{b\cdot x}$ over the normalised Gaussian distribution, which is its moment generating function.

```lean
/-- The generating function, normalised by the integral without a source, is
`exp(b·A⁻¹b/2)`. -/
theorem generating_function {A : Matrix ι ι ℝ} (hA : A.PosDef) (b : ι → ℝ) :
    (∫ x : ι → ℝ, Real.exp (-(x ⬝ᵥ A *ᵥ x) / 2 + b ⬝ᵥ x))
        / (∫ x : ι → ℝ, Real.exp (-(x ⬝ᵥ A *ᵥ x) / 2))
      = Real.exp ((b ⬝ᵥ A⁻¹ *ᵥ b) / 2) := by
  have hd := hA.det_pos
  have hpos : 0 < Real.sqrt ((2 * Real.pi) ^ Fintype.card ι / A.det) := by positivity
  rw [integral_with_source hA b, integral_without_source hA,
    mul_div_cancel_left₀ _ hpos.ne']
```

The theorem `generating_function` states this ratio with both integrals written out. Its proof inserts the two known values and cancels the common factor. Two derivatives with respect to the source at $b=0$, a step left to the reader here, turn the ratio into the correlation $\langle x_ix_j\rangle=(A^{-1})_{ij}$. For a ring polymer with finitely many beads in a confining harmonic potential, this is a reference value against which a sampling program can be compared.

## A quadratic form as an integral over an auxiliary field

The formula can also be read from right to left. Let $K$ be a real positive definite matrix and set $A=K^{-1}$, which is positive definite as well. Then $A^{-1}=K$ and $\det A=1/\det K$, so

$$
\int_{\mathbb R^n} e^{-\frac12x\cdot K^{-1}x+b\cdot x}\,dx
=\sqrt{(2\pi)^n\det K}\;e^{\frac12b\cdot Kb}.
$$

Dividing by the positive square root gives

$$
e^{\frac12b\cdot Kb}
=\frac{1}{\sqrt{(2\pi)^n\det K}}
\int_{\mathbb R^n} e^{-\frac12x\cdot K^{-1}x+b\cdot x}\,dx .
$$

On the left, the components of $b$ are coupled in pairs through $K$. On the right, each component couples only to its own component of the auxiliary field $x$.

```lean
/-- Hubbard–Stratonovich identity: the exponential of a positive definite quadratic form in `b`
is a Gaussian integral over an auxiliary field `x` coupled linearly to `b`. -/
theorem hubbard_stratonovich {K : Matrix ι ι ℝ} (hK : K.PosDef) (b : ι → ℝ) :
    Real.exp ((b ⬝ᵥ K *ᵥ b) / 2)
      = (Real.sqrt ((2 * Real.pi) ^ Fintype.card ι * K.det))⁻¹
        * ∫ x : ι → ℝ, Real.exp (-(x ⬝ᵥ K⁻¹ *ᵥ x) / 2 + b ⬝ᵥ x) := by
  have hd := hK.det_pos
  have hpos : 0 < Real.sqrt ((2 * Real.pi) ^ Fintype.card ι * K.det) := by positivity
  rw [integral_with_source hK.inv b, nonsing_inv_nonsing_inv K hd.ne'.isUnit,
    det_nonsing_inv, Ring.inverse_eq_inv', div_inv_eq_mul, ← mul_assoc,
    inv_mul_cancel₀ hpos.ne', one_mul]

end GaussianPathIntegral
```

The proof of `hubbard_stratonovich` applies `integral_with_source` to the inverse matrix, simplifies the double inverse and the determinant, and cancels the prefactor. In many-electron theory, the Hubbard–Stratonovich transformation is also applied to interactions between operators. The theorem is the identity for a vector $b$ of real numbers and a positive definite $K$; it does not treat non-commuting operators, nor a negative exponent $-\tfrac12b\cdot Kb$, for which the coupling to a real field becomes imaginary.

```lean
#print axioms GaussianPathIntegral.integral_with_source
-- 'GaussianPathIntegral.integral_with_source' depends on axioms: [propext, Classical.choice, Quot.sound]
#print axioms GaussianPathIntegral.integrable_with_source
-- 'GaussianPathIntegral.integrable_with_source' depends on axioms: [propext, Classical.choice, Quot.sound]
#print axioms GaussianPathIntegral.generating_function
-- 'GaussianPathIntegral.generating_function' depends on axioms: [propext, Classical.choice, Quot.sound]
#print axioms GaussianPathIntegral.hubbard_stratonovich
-- 'GaussianPathIntegral.hubbard_stratonovich' depends on axioms: [propext, Classical.choice, Quot.sound]
```
